# The normalised static Lindhard function in three dimensions lies strictly between 0 and 1 at every nonzero wavevector

The static Lindhard function gives the linear density response of a non-interacting electron gas, here in three dimensions and at zero temperature. The theorem `lindhard_bounds` states that, divided by the density of states at the Fermi level, it lies strictly between 0 and 1 for every reduced wavevector x = q/2k_F > 0. The point x = 1, where the function is defined to be 1/2, is treated separately. Elsewhere the proof rests on the bound |(1 − x²) ln|(1 + x)/(1 − x)|| < 2x, which is to follow from the inequality t < sinh t by way of `log_ratio_bounds`, with separate cases below and above 2k_F.

Lean 4 with Mathlib refuses this proof:

```lean
import Mathlib

open Filter Topology

namespace LindhardBounds

noncomputable section

/-- The static three-dimensional Lindhard function at reduced wavevector `x = q / 2k_F`,
for `x > 0`, normalised by the density of states; its value at `x = 1` is `1/2`. -/
def lindhard (x : ℝ) : ℝ :=
  if x = 1 then 1 / 2
  else 1 / 2 + (1 - x ^ 2) / (4 * x) * Real.log |(1 + x) / (1 - x)|

/-- For `0 < b < a`, the quantity `a b ln(a/b)` lies strictly between `0` and
`(a² - b²)/2`. -/
theorem log_ratio_bounds {a b : ℝ} (hb : 0 < b) (hab : b < a) :
    0 < a * b * Real.log (a / b) ∧ a * b * Real.log (a / b) < (a ^ 2 - b ^ 2) / 2 := by
  have ha : 0 < a := hb.trans hab
  have hy : 1 < a / b := (one_lt_div hb).2 hab
  have hlog := Real.log_pos hy
  refine ⟨by positivity, ?_⟩
  -- the inequality `t < sinh t` at `t = ln (a/b)`
  have h := Real.self_lt_sinh_iff.2 hlog
  rw [Real.sinh_eq, Real.exp_neg, Real.exp_log (by positivity)] at h
  calc a * b * Real.log (a / b)
      < a * b * ((a / b - (a / b)⁻¹) / 2) := mul_lt_mul_of_pos_left h (mul_pos ha hb)
    _ = (a ^ 2 - b ^ 2) / 2 := by
      rw [inv_div]
      field_simp

/-- At every wavevector `x > 0` the Lindhard function lies strictly between `0` and `1`. -/
theorem lindhard_bounds {x : ℝ} (hx : 0 < x) : 0 < lindhard x ∧ lindhard x < 1 := by
  rcases eq_or_ne x 1 with rfl | h1
  · norm_num [lindhard]
  have key : |(1 - x ^ 2) * Real.log |(1 + x) / (1 - x)|| < 2 * x := by
    rcases lt_or_gt_of_ne h1 with h | h
    · -- below `2k_F`
      obtain ⟨p, q⟩ := log_ratio_bounds (a := 1 + x) (b := 1 - x) (by linarith) (by linarith)
      have e : |(1 + x) / (1 - x)| = (1 + x) / (1 - x) :=
        abs_of_pos (div_pos (by linarith) (by linarith))
      rw [e, abs_lt]
      constructor <;> nlinarith
    · -- above `2k_F`
      obtain ⟨p, q⟩ := log_ratio_bounds (a := x + 1) (b := x - 1) (by linarith) (by linarith)
      have e : |(1 + x) / (1 - x)| = (x + 1) / (x - 1) := by
        rw [abs_div, abs_of_pos (by linarith : 0 < 1 + x),
          abs_of_neg (by linarith : 1 - x < 0), neg_sub, add_comm 1 x]
      rw [e, abs_lt]
      constructor <;> nlinarith
  obtain ⟨k1, k2⟩ := abs_lt.1 key
  have e : lindhard x
      = 1 / 2 + (1 - x ^ 2) * Real.log |(1 + x) / (1 - x)| / (4 * x) := by
    rw [lindhard, if_neg h1]
    ring
  have u1 : (1 - x ^ 2) * Real.log |(1 + x) / (1 - x)| / (4 * x) < 1 / 2 := by
    rw [div_lt_iff₀ (by positivity)]
    linarith
  have u2 : -(1 / 2) < (1 - x ^ 2) * Real.log |(1 + x) / (1 - x)| / (4 * x) := by
    rw [lt_div_iff₀ (by positivity)]
    linarith
  rw [e]
  constructor <;> linarith

end

end LindhardBounds
```

Messages:

```
Main.lean:36:57: error: unexpected token '<'; expected term
Main.lean:36:13: error(lean.synthInstanceFailed): failed to synthesize instance of type class
  AddGroup Prop

Hint: Type class instance resolution failures can be inspected with the `set_option trace.Meta.synthInstance true` command.
Main.lean:36:38: error(lean.synthInstanceFailed): failed to synthesize instance of type class
  HDiv ℝ ℝ Bool

Hint: Type class instance resolution failures can be inspected with the `set_option trace.Meta.synthInstance true` command.
Main.lean:36:14: error(lean.synthInstanceFailed): failed to synthesize instance of type class
  HMul ℝ ℝ Prop

Hint: Type class instance resolution failures can be inspected with the `set_option trace.Meta.synthInstance true` command.
Main.lean:33:82: error: unsolved goals
case key
x : ℝ
hx : 0 < x
h1 : x ≠ 1
⊢ sorry

case inr
x : ℝ
hx : 0 < x
h1 : x ≠ 1
key : sorry
⊢ 0 < lindhard x ∧ lindhard x < 1
```

Diagnosis. The fault is in how the statement of `key` is read. Its two closing absolute-value bars stand together, and Lean takes `||` as a single token, the Boolean "or". It then expects a second operand and meets `<`, which gives the first error.

The three instance errors come from the broken fragment that remains. The quotient, now an operand of "or", is expected to be a `Bool`, hence `HDiv ℝ ℝ Bool`. With the comparison lost, the outer absolute value itself stands where a proposition is required, hence `AddGroup Prop` and `HMul ℝ ℝ Prop`. The unsolved goals are also a consequence: parsing broke off inside the statement, so the rest of the proof was not attached to it.

The repair writes the outer absolute value as `abs (...)`. The inner closing bar is now followed by a parenthesis, and no `||` arises. The intended statement is unchanged, since `|a|` is notation for `abs a`, and the later steps with `abs_lt` apply as written.

After these edits no error is left:

```diff
@@ -34,5 +34,5 @@
   rcases eq_or_ne x 1 with rfl | h1
   · norm_num [lindhard]
-  have key : |(1 - x ^ 2) * Real.log |(1 + x) / (1 - x)|| < 2 * x := by
+  have key : abs ((1 - x ^ 2) * Real.log |(1 + x) / (1 - x)|) < 2 * x := by
     rcases lt_or_gt_of_ne h1 with h | h
     · -- below `2k_F`
```
